# The static double-harmonic polarizability as a mass-independent sum over normal modes

Take one vibrational coordinate $x$ with force constant $K>0$, mass $M>0$ and dipole derivative $D$, in a static field $F$. The energy $Kx^2/2-FDx$ is least at $x_0=DF/K$, where it equals $-\tfrac12(D^2/K)F^2$. The polarizability is therefore $D^2/K$.

In normal-mode language, the mass-normalized mode is $L=1/\sqrt M$ and $w^2=K/M$, so
$$\frac{(DL)^2}{w^2}=\frac{D^2}{M}\,\frac{M}{K}=\frac{D^2}{K}.$$
The mass cancels. The same happens for any finite number of coupled coordinates with a positive definite force-constant matrix, as long as the force constants and dipole derivatives do not themselves depend on the masses.

```lean
import Mathlib

open Matrix

namespace DoubleHarmonicPolarizability

noncomputable section

variable {m n : Type*} [Fintype m] [Fintype n] [DecidableEq n]
```

The finite index sets `n` and `m` label the nuclear coordinates and the field components.

```lean
/-- Energy of a harmonic molecule with force constants `K` and dipole derivatives `D`, displaced by
`x` in a static field `F`, without the terms that do not depend on `x`. -/
def fieldEnergy (K : Matrix n n ℝ) (D : Matrix m n ℝ) (F : m → ℝ) (x : n → ℝ) : ℝ :=
  (x ⬝ᵥ (K *ᵥ x)) / 2 - F ⬝ᵥ (D *ᵥ x)
```

This is $E(x)=\tfrac12x^TKx-F^TDx$. A vector is a function such as `n → ℝ`, `*ᵥ` applies a matrix to a vector, and `⬝ᵥ` is the dot product. The model is doubly harmonic: the potential is quadratic and the dipole linear in $x$. Terms that do not depend on $x$, such as the energy of a permanent dipole in the field, are left out.

```lean
/-- The displacement `K⁻¹ Dᵀ F` at which the elastic force balances the field force, for symmetric
invertible `K`. -/
def relaxedGeometry (K : Matrix n n ℝ) (D : Matrix m n ℝ) (F : m → ℝ) : n → ℝ :=
  K⁻¹ *ᵥ (Dᵀ *ᵥ F)
```

The relaxed geometry is $x_0=K^{-1}D^TF$.

```lean
/-- The static vibrational polarizability `D K⁻¹ Dᵀ`, for positive definite `K`. -/
def polarizability (K : Matrix n n ℝ) (D : Matrix m n ℝ) : Matrix m m ℝ :=
  D * K⁻¹ * Dᵀ
```

The polarizability is $A=DK^{-1}D^T$. It is the static vibrational part only; the electronic response at fixed nuclei is not in the model.

```lean
/-- The columns of `L` are mass-normalized normal modes, with frequencies `w` up to sign, for the
force constants `K` and the mass matrix `M`. -/
structure IsNormalModes (K M L : Matrix n n ℝ) (w : n → ℝ) : Prop where
  mass : Lᵀ * M * L = 1
  force : Lᵀ * K * L = diagonal (fun i => w i ^ 2)
```

The columns $l_i$ of $L$ satisfy $L^TML=1$ and $L^TKL=\mathrm{diag}(w_i^2)$, with $|w_i|$ an angular frequency; only $w_i^2$ enters, so the sign of $w_i$ is left free. Positivity of $M$ need not be assumed: the first relation gives $M=(L^{-1})^TL^{-1}$.

```lean
omit [Fintype m] [DecidableEq n] in
/-- The dipole derivative along mode `i`, that is `D` applied to column `i` of `L`. -/
def modeDipole (D : Matrix m n ℝ) (L : Matrix n n ℝ) (i : n) : m → ℝ :=
  D *ᵥ (fun j => L j i)
```

This is the mode dipole $Dl_i$.

```lean
/-- The sum over modes of the dyadic product of the mode dipole with itself, divided by the
squared frequency, for nonzero frequencies. -/
def modeSum (D : Matrix m n ℝ) (L : Matrix n n ℝ) (w : n → ℝ) : Matrix m m ℝ :=
  ∑ i, (1 / w i ^ 2) • vecMulVec (modeDipole D L i) (modeDipole D L i)
```

`vecMulVec` forms the dyad, so the definition reads $\sum_i (Dl_i)(Dl_i)^T/w_i^2$.

```lean
/-- For positive definite force constants, the energy in the field is the elastic energy
measured from the relaxed geometry, minus half the polarizability form of the field. -/
theorem fieldEnergy_eq {K : Matrix n n ℝ} (hK : K.PosDef) (D : Matrix m n ℝ)
    (F : m → ℝ) (x : n → ℝ) :
    fieldEnergy K D F x =
      ((x - relaxedGeometry K D F) ⬝ᵥ (K *ᵥ (x - relaxedGeometry K D F))) / 2
        - (F ⬝ᵥ (polarizability K D *ᵥ F)) / 2 := by
  have hu : IsUnit K.det := isUnit_iff_ne_zero.mpr hK.det_pos.ne'
  have hT : Kᵀ = K := by
    have h := hK.isHermitian.eq
    rwa [conjTranspose_eq_transpose_of_trivial] at h
  -- force balance at the relaxed geometry
  have hb : K *ᵥ relaxedGeometry K D F = Dᵀ *ᵥ F := by
    unfold relaxedGeometry
    rw [mulVec_mulVec, mul_nonsing_inv K hu, one_mulVec]
  have hc : ∀ y, F ⬝ᵥ (D *ᵥ y) = (Dᵀ *ᵥ F) ⬝ᵥ y := fun y => by
    rw [Matrix.dotProduct_mulVec, mulVec_transpose]
  have hA : polarizability K D *ᵥ F = D *ᵥ relaxedGeometry K D F := by
    unfold polarizability relaxedGeometry
    simp only [mulVec_mulVec, Matrix.mul_assoc]
  have hs : relaxedGeometry K D F ⬝ᵥ (K *ᵥ x) = (Dᵀ *ᵥ F) ⬝ᵥ x := by
    rw [Matrix.dotProduct_mulVec, ← mulVec_transpose, hT, hb]
  unfold fieldEnergy
  rw [hA, hc, hc, mulVec_sub, hb, sub_dotProduct, dotProduct_sub, dotProduct_sub, hs,
    dotProduct_comm x (Dᵀ *ᵥ F), dotProduct_comm (relaxedGeometry K D F) (Dᵀ *ᵥ F)]
  ring
```

The hypothesis `hK : K.PosDef` says that $K$ is symmetric and every nonzero displacement costs elastic energy. Physically, the geometry is a stable minimum and free translations and rotations have been removed from the coordinates.

By hand, one completes the square. Force balance gives $Kx_0=D^TF$ (`hb`), hence $F^TDx=x_0^TKx$ (`hc`, `hs`). Also $x_0^TKx_0=F^TDx_0=F^TAF$ (`hA`). Expanding the square then yields
$$E(x)=\tfrac12(x-x_0)^TK(x-x_0)-\tfrac12F^TAF.$$
In Lean the rewrites reduce both sides to the same few scalars, and `ring` finishes the algebra.

```lean
/-- For positive definite force constants, a geometry of least energy in the field is the
relaxed geometry, and its induced dipole is the polarizability applied to the field. -/
theorem induced_dipole {K : Matrix n n ℝ} (hK : K.PosDef) (D : Matrix m n ℝ)
    (F : m → ℝ) (x : n → ℝ) (hx : ∀ y, fieldEnergy K D F x ≤ fieldEnergy K D F y) :
    x = relaxedGeometry K D F ∧ D *ᵥ x = polarizability K D *ᵥ F := by
  have h0 := hx (relaxedGeometry K D F)
  rw [fieldEnergy_eq hK D F x, fieldEnergy_eq hK D F (relaxedGeometry K D F),
    sub_self, mulVec_zero, dotProduct_zero] at h0
  have hxx : x = relaxedGeometry K D F := by
    by_contra hne
    have p := hK.dotProduct_mulVec_pos (sub_ne_zero.mpr hne)
    rw [star_trivial] at p
    linarith
  refine ⟨hxx, ?_⟩
  rw [hxx]
  unfold polarizability relaxedGeometry
  simp only [mulVec_mulVec, Matrix.mul_assoc]
```

Suppose $x$ has least energy. Comparing it with $x_0$ gives $(x-x_0)^TK(x-x_0)\le0$, which positive definiteness allows only for $x=x_0$. The induced dipole is then $Dx_0=DK^{-1}D^TF=AF$. Lean argues by contradiction, with `linarith` combining the two inequalities.

```lean
/-- With positive definite force constants no normal mode has zero frequency. -/
theorem frequency_ne_zero {K M L : Matrix n n ℝ} {w : n → ℝ} (hK : K.PosDef)
    (h : IsNormalModes K M L w) (i : n) : w i ≠ 0 := by
  have hL : L.det ≠ 0 := by
    intro h0
    have h1 := congrArg det h.mass
    simp [det_mul, h0] at h1
  -- the product of the squared frequencies is det(L)² det(K)
  have hd := congrArg det h.force
  rw [det_mul, det_mul, det_transpose, det_diagonal] at hd
  intro hi
  have hp : ∏ j, w j ^ 2 = 0 := Finset.prod_eq_zero (Finset.mem_univ i) (by simp [hi])
  rw [hp] at hd
  exact mul_ne_zero (mul_ne_zero hL hK.det_pos.ne') hL hd
```

Determinants of the mode relations give
$$(\det L)^2\det M=1,\qquad (\det L)^2\det K=\prod_j w_j^2.$$
The first shows $\det L\ne0$, and $\det K>0$, so the product is nonzero and no $w_i$ vanishes.

```lean
/-- For positive definite force constants, the compliance matrix `K⁻¹` is resolved into
normal modes weighted by the inverse squared frequencies. -/
theorem compliance_eq {K M L : Matrix n n ℝ} {w : n → ℝ} (hK : K.PosDef)
    (h : IsNormalModes K M L w) :
    K⁻¹ = L * diagonal (fun i => 1 / w i ^ 2) * Lᵀ := by
  have e : (fun i => w i ^ 2 * (1 / w i ^ 2)) = fun _ => (1 : ℝ) := by
    funext i
    exact mul_one_div_cancel (pow_ne_zero 2 (frequency_ne_zero hK h i))
  have h1 : Lᵀ * (K * L * diagonal (fun i => 1 / w i ^ 2)) = 1 := by
    calc Lᵀ * (K * L * diagonal (fun i => 1 / w i ^ 2))
        = (Lᵀ * K * L) * diagonal (fun i => 1 / w i ^ 2) := by
          simp only [Matrix.mul_assoc]
      _ = 1 := by
          rw [h.force, diagonal_mul_diagonal]
          exact (congrArg diagonal e).trans diagonal_one
  -- a one-sided inverse of a square matrix is two-sided
  have h2 := mul_eq_one_comm.mp h1
  apply inv_eq_right_inv
  simpa only [Matrix.mul_assoc] using h2
```

Write $W=\mathrm{diag}(1/w_i^2)$. The force relation gives $L^T(KLW)=1$. For square matrices a one-sided inverse is two-sided (`mul_eq_one_comm`), so $KLWL^T=1$, that is, $K^{-1}=LWL^T$.

```lean
/-- Double-harmonic polarizability: for positive definite force constants the least energy in
a field `F` is `-Fᵀ A F / 2` with `A = D K⁻¹ Dᵀ`, and `A` is the sum over normal modes of
the mode-dipole dyads divided by the squared frequencies. -/
theorem double_harmonic_polarizability {K M L : Matrix n n ℝ} {w : n → ℝ}
    (hK : K.PosDef) (h : IsNormalModes K M L w) (D : Matrix m n ℝ) :
    (∀ F : m → ℝ, IsLeast (Set.range (fieldEnergy K D F))
      (-(F ⬝ᵥ (polarizability K D *ᵥ F)) / 2)) ∧
    polarizability K D = modeSum D L w := by
  refine ⟨fun F => ⟨⟨relaxedGeometry K D F, ?_⟩, ?_⟩, ?_⟩
  · rw [fieldEnergy_eq hK, sub_self, mulVec_zero, dotProduct_zero]
    ring
  · rintro _ ⟨x, rfl⟩
    have p := hK.posSemidef.dotProduct_mulVec_nonneg (x - relaxedGeometry K D F)
    rw [star_trivial] at p
    rw [fieldEnergy_eq hK]
    linarith
  · -- insert the mode resolution of the compliance matrix
    have e : D * (L * diagonal (fun i => 1 / w i ^ 2) * Lᵀ) * Dᵀ
        = (D * L) * diagonal (fun i => 1 / w i ^ 2) * (D * L)ᵀ := by
      rw [transpose_mul]
      simp only [Matrix.mul_assoc]
    unfold polarizability modeSum
    rw [compliance_eq hK h, e]
    ext a b
    rw [Matrix.mul_apply, Matrix.sum_apply]
    refine Finset.sum_congr rfl fun i _ => ?_
    rw [mul_diagonal]
    change (D * L) a i * (1 / w i ^ 2) * (D * L) b i
      = 1 / w i ^ 2 * ((D * L) a i * (D * L) b i)
    ring
```

`IsLeast` says that $-\tfrac12F^TAF$ is an energy the molecule can reach and that no displacement goes lower. The completed square supplies both: $x_0$ reaches the value, and the elastic term is never negative.

For the second part, insert the compliance matrix:
$$A=DLWL^TD^T=(DL)W(DL)^T,\qquad A_{ab}=\sum_i\frac{(DL)_{ai}(DL)_{bi}}{w_i^2}.$$
The last formula is the mode sum entry by entry, which is how Lean checks it after `ext a b`.

In electronic-structure work, this means that a static vibrational polarizability in the double-harmonic approximation can be computed from the Hessian and dipole derivatives by solving linear equations with $K$, without finding the modes, once free translations and rotations have been removed from the coordinates. The full Cartesian Hessian of a free molecule is singular.

```lean
/-- Two isotopologues with the same positive definite force constants and the same dipole
derivatives have equal mode sums, whatever their mass matrices `M` and `M'`. -/
theorem modeSum_mass_independent {K M M' L L' : Matrix n n ℝ} {w w' : n → ℝ}
    (hK : K.PosDef) (h : IsNormalModes K M L w) (h' : IsNormalModes K M' L' w')
    (D : Matrix m n ℝ) : modeSum D L w = modeSum D L' w' :=
  (double_harmonic_polarizability hK h D).2.symm.trans
    (double_harmonic_polarizability hK h' D).2
```

Both mode sums equal $DK^{-1}D^T$, which contains no mass. Isotopologues thus share this polarizability, provided $K$ and $D$ are the same matrices in the same coordinates. For a free polar molecule this can fail for $D$: the separation of vibration from rotation depends on the masses, and a rotation turns the permanent dipole. Zero-point averaging and time-dependent fields, where masses do enter, are absent from the model.

```lean
/-- Two coupled oscillators with masses 1 and 4 have positive definite force constants and
normal modes of frequencies 5 and 10. -/
theorem isNormalModes_witness :
    (!![73, -72; -72, 208] : Matrix (Fin 2) (Fin 2) ℝ).PosDef ∧
    IsNormalModes !![73, -72; -72, 208] !![1, 0; 0, 4]
      !![3 / 5, 4 / 5; 2 / 5, -3 / 10] ![5, 10] := by
  refine ⟨posDef_iff_dotProduct_mulVec.mpr ⟨?_, ?_⟩, ⟨?_, ?_⟩⟩
  · exact Matrix.IsHermitian.ext fun i j => by fin_cases i <;> fin_cases j <;> simp
  · intro x hx
    -- twice the elastic energy is a sum of three nonnegative spring terms
    have e : star x ⬝ᵥ ((!![73, -72; -72, 208] : Matrix (Fin 2) (Fin 2) ℝ) *ᵥ x)
        = 72 * (x 0 - x 1) ^ 2 + x 0 ^ 2 + 136 * x 1 ^ 2 := by
      simp [dotProduct, Matrix.mulVec, Fin.sum_univ_two]
      ring
    rw [e]
    by_cases h0 : x 0 = 0
    · have h1 : x 1 ≠ 0 := fun h1 => hx (by
        ext i
        fin_cases i
        · exact h0
        · exact h1)
      positivity
    · positivity
  · ext i j
    fin_cases i <;> fin_cases j <;> norm_num [Matrix.mul_apply, Fin.sum_univ_two]
  · ext i j
    fin_cases i <;> fin_cases j <;> norm_num [Matrix.mul_apply, Fin.sum_univ_two]

end

end DoubleHarmonicPolarizability
```

Here is a concrete coupled pair with masses 1 and 4. Positivity follows from
$$x^TKx=72(x_0-x_1)^2+x_0^2+136x_1^2,$$
where $x_0,x_1$ are now the two components of $x$, numbered from zero as in Lean. The modes are $(3/5,2/5)$ with frequency 5 and $(4/5,-3/10)$ with frequency 10; both mode relations are checked entry by entry.

```lean
#print axioms DoubleHarmonicPolarizability.induced_dipole
#print axioms DoubleHarmonicPolarizability.double_harmonic_polarizability
#print axioms DoubleHarmonicPolarizability.modeSum_mass_independent
```

```
'DoubleHarmonicPolarizability.induced_dipole' depends on axioms: [propext, Classical.choice, Quot.sound]
'DoubleHarmonicPolarizability.double_harmonic_polarizability' depends on axioms: [propext, Classical.choice, Quot.sound]
'DoubleHarmonicPolarizability.modeSum_mass_independent' depends on axioms: [propext, Classical.choice, Quot.sound]
```
